# For a positive definite dynamical matrix at T > 0, the harmonic free energy is at most that of equally many modes at the mean squared frequency

## Does the trace of the dynamical matrix bound the phonon free energy?

I use units with $\hbar=k_B=1$. Let $D$ be a mass-weighted dynamical matrix, complex Hermitian and positive definite, with $N\ge 1$ modes. Its eigenvalues $l_s$ are the squared angular frequencies. At temperature $T>0$ a mode with squared frequency $l>0$ has the free energy

$$f(l)=T\log\!\bigl(2\sinh(\sqrt l/(2T))\bigr),$$

and the phonon free energy is $F=\sum_s f(l_s)$.

I believe that $f$ is increasing and strictly concave in $l$, so that

$$F\le N\,f(\operatorname{tr}D/N),$$

with equality only if $D$ is a multiple of the identity. In words, among positive definite matrices of the same size and trace, the free energy is highest when all frequencies are equal. I would like to see every step of this, including the equality case, in a form that a proof assistant has checked.

## Yes: the mode free energy is strictly concave in the squared frequency

### From the oscillator levels to the bound

**The free energy of one mode.** The levels are $(k+\tfrac12)\sqrt l$ for $k=0,1,2,\dots$. With $x=\sqrt l/(2T)>0$, the partition function is a geometric series:

$$Z=\sum_{k\ge0}e^{-(2k+1)x}=\frac{e^{-x}}{1-e^{-2x}}=\frac1{e^x-e^{-x}}=\frac{1}{2\sinh x}.$$

Hence $-T\log Z=f(l)$.

**Monotonicity.** The square root, $\sinh$ and $\log$ are strictly increasing where they are used here, and $T>0$. So $f$ is strictly increasing on $l>0$.

**Concavity.** Since $dx/dl=1/(4T\sqrt l)$, the chain rule gives

$$f'(l)=T\,\frac{\cosh x}{\sinh x}\,\frac1{4T\sqrt l}=\frac{\coth(\sqrt l/(2T))}{4\sqrt l}.$$

Take $0<a<b$ and set $x=\sqrt a/(2T)$, $y=\sqrt b/(2T)$. Then $y-x>0$, so

$$0<\sinh(y-x)=\sinh y\cosh x-\cosh y\sinh x.$$

Dividing by $\sinh x\sinh y>0$ gives $\coth y<\coth x$. Also $1/\sqrt b<1/\sqrt a$. All these factors are positive, so $f'(b)<f'(a)$. A strictly decreasing derivative makes $f$ strictly concave.

**The bound.** Let $\bar l=\operatorname{tr}D/N=\frac1N\sum_s l_s$. A strictly concave function lies below its tangent:

$$f(l_s)\le f(\bar l)+f'(\bar l)(l_s-\bar l),$$

with equality only for $l_s=\bar l$. Summed over $s$, the linear terms cancel, and $F\le Nf(\bar l)$ remains. This is Jensen's inequality with equal weights.

**Equality.** If the two sides agree, every $l_s$ equals $\bar l$. With a unitary $U$ that diagonalises $D$, we get $D=U(\bar l\,\mathbb 1)U^\dagger=\bar l\,\mathbb 1$. Conversely, if $D=c\,\mathbb 1$, all eigenvalues are $c$ and both sides are $Nf(c)$. For $N=1$ equality always holds, as it should.

### The Lean file

```lean
import Mathlib

open Matrix
open scoped ComplexOrder

namespace PhononFreeEnergyBound

noncomputable section

/-- Free energy of one harmonic mode with squared frequency `l > 0` at temperature `T > 0`,
in units where `ħ = k_B = 1`. -/
def modeFreeEnergy (T l : ℝ) : ℝ :=
  T * Real.log (2 * Real.sinh (√l / (2 * T)))

variable {n : Type*} [Fintype n] [DecidableEq n]

/-- Phonon free energy of a Hermitian dynamical matrix with positive eigenvalues, at `T > 0`:
the sum of the mode free energies over its eigenvalues, the squared frequencies. -/
def phononFreeEnergy (T : ℝ) {D : Matrix n n ℂ} (hD : D.IsHermitian) : ℝ :=
  ∑ s, modeFreeEnergy T (hD.eigenvalues s)

omit [DecidableEq n] in
/-- Mean squared frequency of a Hermitian dynamical matrix with at least one mode: the real part of
its trace (for such a matrix, the trace itself) divided by the number of modes. -/
def meanSquaredFrequency (D : Matrix n n ℂ) : ℝ :=
  D.trace.re / Fintype.card n

/-- For `T > 0` and `l > 0`, the Boltzmann factors of the oscillator levels `(k + 1/2) √l`
sum to `exp (-f / T)`, where `f` is the mode free energy. -/
theorem hasSum_boltzmann {T l : ℝ} (hT : 0 < T) (hl : 0 < l) :
    HasSum (fun k : ℕ => Real.exp (-((k + 1 / 2) * √l) / T))
      (Real.exp (-modeFreeEnergy T l / T)) := by
  obtain ⟨x, hx⟩ : ∃ x, x = √l / (2 * T) := ⟨_, rfl⟩
  have hx0 : 0 < x := by rw [hx]; positivity
  have hS : 0 < 2 * Real.sinh x := mul_pos two_pos (Real.sinh_pos_iff.mpr hx0)
  -- the levels are equally spaced, so the sum is geometric
  have hg := (hasSum_geometric_of_lt_one (Real.exp_pos (-(2 * x))).le
    (Real.exp_lt_one_iff.mpr (by linarith))).mul_left (Real.exp (-x))
  have hfun : (fun k : ℕ => Real.exp (-((k + 1 / 2) * √l) / T)) =
      fun k : ℕ => Real.exp (-x) * Real.exp (-(2 * x)) ^ k := by
    funext k
    rw [← Real.exp_nat_mul, ← Real.exp_add]
    congr 1
    rw [hx]
    ring
  have hval : Real.exp (-modeFreeEnergy T l / T) =
      Real.exp (-x) * (1 - Real.exp (-(2 * x)))⁻¹ := by
    have hf : -modeFreeEnergy T l / T = -Real.log (2 * Real.sinh x) := by
      rw [modeFreeEnergy, ← hx]
      field_simp
    have e1 : Real.exp (-x) * Real.exp x = 1 := by
      rw [← Real.exp_add]; simp
    have e2 : Real.exp (-(2 * x)) = Real.exp (-x) * Real.exp (-x) := by
      rw [← Real.exp_add]; congr 1; ring
    have h : 1 - Real.exp (-(2 * x)) = Real.exp (-x) * (2 * Real.sinh x) := by
      rw [Real.sinh_eq, e2]
      linear_combination -e1
    rw [hf, Real.exp_neg (Real.log (2 * Real.sinh x)), Real.exp_log hS, h,
      mul_inv (Real.exp (-x)), mul_inv_cancel_left₀ (Real.exp_pos (-x)).ne']
  rw [hfun, hval]
  exact hg

/-- At `T > 0` the mode free energy strictly increases with the squared frequency `l > 0`. -/
theorem modeFreeEnergy_strictMonoOn {T : ℝ} (hT : 0 < T) :
    StrictMonoOn (modeFreeEnergy T) (Set.Ioi 0) := by
  intro a ha b _ hab
  have ha' : 0 < a := ha
  have hxy : √a / (2 * T) < √b / (2 * T) :=
    div_lt_div_of_pos_right (Real.sqrt_lt_sqrt ha'.le hab) (by positivity)
  have hs : 0 < Real.sinh (√a / (2 * T)) := Real.sinh_pos_iff.mpr (by positivity)
  have hlt := Real.sinh_lt_sinh.mpr hxy
  exact mul_lt_mul_of_pos_left (Real.log_lt_log (by linarith) (by linarith)) hT

/-- For `T > 0` and `l > 0`, the derivative of the mode free energy with respect to the squared
frequency is `coth (√l / (2T)) / (4 √l)`. -/
theorem hasDerivAt_modeFreeEnergy {T l : ℝ} (hT : 0 < T) (hl : 0 < l) :
    HasDerivAt (modeFreeEnergy T)
      (Real.cosh (√l / (2 * T)) / (Real.sinh (√l / (2 * T)) * (4 * √l))) l := by
  have hs : Real.sinh (√l / (2 * T)) ≠ 0 := (Real.sinh_pos_iff.mpr (by positivity)).ne'
  have hr : √l ≠ 0 := (Real.sqrt_pos.mpr hl).ne'
  have h := ((((Real.hasDerivAt_sqrt hl.ne').div_const (2 * T)).sinh.const_mul 2).log
    (mul_ne_zero two_ne_zero hs)).const_mul T
  have key : ∀ C S r : ℝ, S ≠ 0 → r ≠ 0 →
      T * (2 * (C * (1 / (2 * r) / (2 * T))) / (2 * S)) = C / (S * (4 * r)) := by
    intro C S r hS hr
    field_simp
    ring
  exact HasDerivAt.congr_deriv (f := modeFreeEnergy T) h (key _ _ _ hs hr)

/-- At `T > 0` the mode free energy is strictly concave in the squared frequency `l > 0`. -/
theorem modeFreeEnergy_strictConcaveOn {T : ℝ} (hT : 0 < T) :
    StrictConcaveOn ℝ (Set.Ioi 0) (modeFreeEnergy T) := by
  apply StrictAntiOn.strictConcaveOn_of_deriv (convex_Ioi 0)
  · intro l hl
    exact (hasDerivAt_modeFreeEnergy hT hl).continuousAt.continuousWithinAt
  · rw [interior_Ioi]
    intro a ha b hb hab
    have ha' : 0 < a := ha
    have hb' : 0 < b := hb
    rw [(hasDerivAt_modeFreeEnergy hT ha').deriv, (hasDerivAt_modeFreeEnergy hT hb').deriv]
    have hr : √a < √b := Real.sqrt_lt_sqrt ha'.le hab
    have hra : 0 < √a := Real.sqrt_pos.mpr ha'
    have hrb : 0 < √b := Real.sqrt_pos.mpr hb'
    have hxy : √a / (2 * T) < √b / (2 * T) := div_lt_div_of_pos_right hr (by positivity)
    have hsa : 0 < Real.sinh (√a / (2 * T)) := Real.sinh_pos_iff.mpr (by positivity)
    have hsb : 0 < Real.sinh (√b / (2 * T)) := Real.sinh_pos_iff.mpr (by positivity)
    have hcb := Real.cosh_pos (√b / (2 * T))
    -- coth decreases, by the subtraction formula for sinh
    have hd := Real.sinh_pos_iff.mpr (sub_pos.mpr hxy)
    rw [Real.sinh_sub] at hd
    have hc : Real.cosh (√b / (2 * T)) * Real.sinh (√a / (2 * T)) <
        Real.cosh (√a / (2 * T)) * Real.sinh (√b / (2 * T)) := by linarith
    have hm := mul_lt_mul'' hc hr (by positivity) hra.le
    rw [div_lt_div_iff₀ (by positivity) (by positivity)]
    linarith

/-- The mean squared frequency of a Hermitian dynamical matrix with at least one mode is the equally
weighted average of its eigenvalues. -/
theorem meanSquaredFrequency_eq {D : Matrix n n ℂ} (hD : D.IsHermitian) :
    meanSquaredFrequency D = (Fintype.card n : ℝ)⁻¹ * ∑ s, hD.eigenvalues s := by
  have h : D.trace = ((∑ s, hD.eigenvalues s : ℝ) : ℂ) :=
    hD.trace_eq_sum_eigenvalues.trans (Complex.ofReal_sum _ _).symm
  rw [meanSquaredFrequency, h, Complex.ofReal_re, div_eq_inv_mul]

/-- A Hermitian dynamical matrix with at least one mode has all eigenvalues equal to `c` exactly
when it is `c` times the identity. -/
theorem eigenvalues_eq_iff_scalar [Nonempty n] {D : Matrix n n ℂ} (hD : D.IsHermitian) (c : ℝ) :
    (∀ s, hD.eigenvalues s = c) ↔ D = (c : ℂ) • (1 : Matrix n n ℂ) := by
  constructor
  · intro h
    have hd : diagonal (RCLike.ofReal ∘ hD.eigenvalues) = (c : ℂ) • (1 : Matrix n n ℂ) := by
      ext i j
      by_cases hij : i = j <;> simp [one_apply, hij, h]
    have hs := hD.spectral_theorem
    rw [hd, map_smul, map_one] at hs
    exact hs
  · intro h s
    have ha : D = algebraMap ℝ (Matrix n n ℂ) c := by
      rw [h]
      ext i j
      simp [algebraMap_matrix_apply, one_apply]
    have hm : hD.eigenvalues s ∈ spectrum ℝ D := hD.eigenvalues_mem_spectrum_real s
    have hsp : spectrum ℝ D = {c} := by rw [ha, spectrum.scalar_eq]
    rw [hsp] at hm
    exact hm

/-- At `T > 0`, the phonon free energy of a positive definite dynamical matrix with at least one
mode is at most that of equally many modes at the mean squared frequency, with equality exactly
when the matrix is a real multiple of the identity. -/
theorem phononFreeEnergy_le [Nonempty n] {T : ℝ} (hT : 0 < T) {D : Matrix n n ℂ}
    (hD : D.PosDef) :
    phononFreeEnergy T hD.isHermitian ≤
        Fintype.card n * modeFreeEnergy T (meanSquaredFrequency D) ∧
      (phononFreeEnergy T hD.isHermitian =
          Fintype.card n * modeFreeEnergy T (meanSquaredFrequency D) ↔
        ∃ c : ℝ, D = (c : ℂ) • (1 : Matrix n n ℂ)) := by
  have hN : (0 : ℝ) < Fintype.card n := Nat.cast_pos.mpr Fintype.card_pos
  have hw : ∑ _s : n, (Fintype.card n : ℝ)⁻¹ = 1 := by
    simp [hN.ne']
  have hp : ∀ s ∈ Finset.univ, hD.isHermitian.eigenvalues s ∈ Set.Ioi (0 : ℝ) :=
    fun s _ => hD.eigenvalues_pos s
  have hf := modeFreeEnergy_strictConcaveOn hT
  -- Jensen's inequality with equal weights, and its equality case
  have hJ := hf.concaveOn.le_map_sum (fun _ _ => (inv_pos.mpr hN).le) hw hp
  have hE := hf.map_sum_eq_iff (fun _ _ => inv_pos.mpr hN) hw hp
  simp only [smul_eq_mul, ← Finset.mul_sum, ← meanSquaredFrequency_eq] at hJ hE
  change _ * phononFreeEnergy T hD.isHermitian ≤ _ at hJ
  change _ = _ * phononFreeEnergy T hD.isHermitian ↔ _ at hE
  refine ⟨(inv_mul_le_iff₀ hN).mp hJ, ?_⟩
  constructor
  · intro h
    have h' := hE.mp (by rw [h, inv_mul_cancel_left₀ hN.ne'])
    exact ⟨_, (eigenvalues_eq_iff_scalar hD.isHermitian _).mp
      fun s => h' s (Finset.mem_univ s)⟩
  · rintro ⟨c, hc⟩
    have he := (eigenvalues_eq_iff_scalar hD.isHermitian c).mpr hc
    have hmean : meanSquaredFrequency D = c := by
      rw [meanSquaredFrequency_eq hD.isHermitian]
      simp [he, hN.ne']
    rw [hE.mpr (fun s _ => (he s).trans hmean.symm), mul_inv_cancel_left₀ hN.ne']


end

end PhononFreeEnergyBound
```

```lean
#print axioms PhononFreeEnergyBound.hasSum_boltzmann
#print axioms PhononFreeEnergyBound.modeFreeEnergy_strictMonoOn
#print axioms PhononFreeEnergyBound.phononFreeEnergy_le
```

```
'PhononFreeEnergyBound.hasSum_boltzmann' depends on axioms: [propext, Classical.choice, Quot.sound]
'PhononFreeEnergyBound.modeFreeEnergy_strictMonoOn' depends on axioms: [propext, Classical.choice, Quot.sound]
'PhononFreeEnergyBound.phononFreeEnergy_le' depends on axioms: [propext, Classical.choice, Quot.sound]
```

### What the theorems say about phonons

In the file, `n` is the finite type that labels the matrix indices, and the number $N$ is `Fintype.card n`. The assumption `[Nonempty n]` says $N\ge1$. The matrix `D : Matrix n n ℂ` has complex entries, so it may be the dynamical matrix at any wavevector, although no wavevector appears in the statements.

- `modeFreeEnergy T l` is $f(l)$.
- `phononFreeEnergy T hD` is $F$. Its argument `hD` is the proof that $D$ is Hermitian, which gives access to the real eigenvalues, repeated according to multiplicity.
- `meanSquaredFrequency D` is $\bar l$. It takes the real part of the trace, which for a Hermitian matrix is the trace itself.

The main theorem, `phononFreeEnergy_le`, has two parts: the inequality, and the statement that equality holds exactly when $D=c\,\mathbb 1$ for some real $c$.

The hypothesis `D.PosDef` says that, in the harmonic model, every nonzero displacement pattern described by this $D$ costs energy. At a single wavevector this does not by itself show that the whole crystal is stable. It excludes imaginary frequencies and also the zero-frequency acoustic modes at the zone centre. There the physical $f$ tends to $-\infty$, whereas Lean's conventions for `Real.log` would return the value $0$.

The theorem `hasSum_boltzmann` ties $f$ to statistical mechanics: the Boltzmann factors of one mode sum to $e^{-f/T}$. The level formula is an input there, and adding up independent modes is the definition of $F$. The setting is harmonic, with finitely many modes and $T>0$; anharmonic shifts and the zero-temperature limit are not treated.

### How the Lean proof runs

`hasSum_boltzmann` rewrites each Boltzmann factor as $e^{-x}(e^{-2x})^k$ in the step `hfun` and applies the geometric series in `hg`. The step `hval` identifies the limit through $1-e^{-2x}=e^{-x}\cdot2\sinh x$.

`modeFreeEnergy_strictMonoOn` follows the chain of increasing functions. The main bound does not need it.

`hasDerivAt_modeFreeEnergy` assembles the chain rule from the square root outwards. Its auxiliary identity `key` reduces the raw expression to $\coth x/(4\sqrt l)$, written as a single fraction.

`modeFreeEnergy_strictConcaveOn` uses Mathlib's criterion that a continuous function with strictly decreasing derivative is strictly concave. The subtraction formula `Real.sinh_sub` gives `hc`, which is $\cosh y\sinh x<\cosh x\sinh y$. Multiplying this by $\sqrt a<\sqrt b$ gives `hm`, and that is the inequality $f'(b)<f'(a)$ after cross-multiplication.

Two lemmas connect the function to the matrix. `meanSquaredFrequency_eq` writes $\bar l$ as the average of the eigenvalues. `eigenvalues_eq_iff_scalar` says that all eigenvalues equal $c$ exactly when $D=c\,\mathbb 1$. One direction inserts a scalar diagonal matrix into the spectral theorem, where the unitary conjugation leaves it unchanged. The other uses that the spectrum of $c\,\mathbb 1$ is $\{c\}$.

In `phononFreeEnergy_le`, Mathlib's Jensen inequality with weights $1/N$ gives `hJ`, and its equality case gives `hE`. Positive definiteness supplies $l_s>0$, so that every eigenvalue lies where $f$ is concave. Multiplying by $N$ yields the bound, and `eigenvalues_eq_iff_scalar` turns "all eigenvalues equal the mean" into "$D$ is scalar", and back.

### The trace bound in a phonon calculation

A harmonic phonon code typically builds $D(\mathbf q)$ on a mesh of wavevectors, diagonalises each matrix, takes $\omega_s=\sqrt{l_s}$ and adds up the mode free energies. For large $\omega/T$ the hyperbolic sine can overflow, so the equivalent form

$$f=\frac{\omega}{2}+T\log\!\bigl(1-e^{-\omega/T}\bigr)$$

is safer there. It also separates the zero-point energy from the thermal part.

The bound needs only the diagonal entries of $D(\mathbf q)$. Within the harmonic model, and at wavevectors where the finite matrix is positive definite, it therefore gives an upper estimate of the vibrational free energy before any diagonalisation. After diagonalisation it serves as a consistency check: at each such wavevector the computed sum must not exceed $Nf(\operatorname{tr}D(\mathbf q)/N)$, up to rounding. With non-negative mesh weights, the weighted sum of these bounds limits the weighted free energy. The zone centre has to be handled separately because of its acoustic modes.

If only an upper estimate $m\ge\bar l$ of the mean squared frequency is known, the monotonicity of $f$ gives the weaker bound $F\le Nf(m)$, a short consequence that the file does not state.
